# The cumulant amplitude of an excitation coupled to one boson mode is a Poisson-weighted sum of oscillations at the energies E + nw

An excitation of energy E is coupled to a single undamped boson mode of energy w, with ħ = 1, and its amplitude at time t is taken by definition to be exp(−iEt + a(exp(−iwt) − 1)). The theorem `propagator_hasSum` states that the series over n = 0, 1, 2, … with terms exp(−a) aⁿ/n! · exp(−i(E + nw)t) converges to this amplitude. All four parameters are arbitrary real numbers; the weights are Poisson probabilities when a ≥ 0, which makes a the mean boson number. The attempt expands the exponential of a·exp(−iwt) in its power series, multiplies by exp(−iEt) exp(−a), and uses `convert` to match the result with the stated sum.

An attempt in Lean 4 with a fault in it:

```lean
import Mathlib

open Finset

namespace ExcitonSatellites

noncomputable section

/-- The Poisson weight of the satellite with `n` bosons, for mean boson number `a`. -/
def satelliteWeight (a : ℝ) (n : ℕ) : ℝ :=
  Real.exp (-a) * a ^ n / (n.factorial : ℝ)

/-- The cumulant form of the time-dependent amplitude of an excitation of energy `E` coupled
to a boson of energy `w` with mean boson number `a`. -/
def propagator (a E w t : ℝ) : ℂ :=
  Complex.exp (-Complex.I * E * t + a * (Complex.exp (-Complex.I * w * t) - 1))

/-- The generating function of the satellite weights is `exp (a (x - 1))`. -/
theorem satelliteWeight_generating (a : ℝ) (x : ℂ) :
    HasSum (fun n : ℕ => (satelliteWeight a n : ℂ) * x ^ n)
      (Complex.exp (a * (x - 1))) := by
  have h := NormedSpace.expSeries_div_hasSum_exp ((a : ℂ) * x)
  rw [← Complex.exp_eq_exp_ℂ] at h
  have hv : Complex.exp (a * (x - 1)) =
      Complex.exp (-(a : ℂ)) * Complex.exp ((a : ℂ) * x) := by
    rw [← Complex.exp_add]
    exact congrArg Complex.exp (by ring)
  have hf : (fun n : ℕ => (satelliteWeight a n : ℂ) * x ^ n) =
      fun n : ℕ => Complex.exp (-(a : ℂ)) * (((a : ℂ) * x) ^ n / (n.factorial : ℂ)) := by
    funext n
    rw [satelliteWeight, mul_pow]
    push_cast
    ring
  rw [hv, hf]
  exact h.mul_left (Complex.exp (-(a : ℂ)))

/-- The cumulant amplitude is a sum of oscillations at the energies `E + n w`, with Poisson
weights. -/
theorem propagator_hasSum (a E w t : ℝ) :
    HasSum (fun n : ℕ => (satelliteWeight a n : ℂ) *
      Complex.exp (-Complex.I * ((E + n * w : ℝ) : ℂ) * t)) (propagator a E w t) := by
  -- expand the exponential of the boson oscillation
  have h := NormedSpace.expSeries_div_hasSum_exp
    ((a : ℂ) * Complex.exp (-Complex.I * w * t))
  rw [← Complex.exp_eq_exp_ℂ] at h
  have h2 := h.mul_left (Complex.exp (-Complex.I * E * t) * Complex.exp (-(a : ℂ)))
  convert h2 using 1
  · funext n
    have hn : Complex.exp (-Complex.I * ((E + n * w : ℝ) : ℂ) * t) =
        Complex.exp (-Complex.I * E * t) * Complex.exp (-Complex.I * w * t) ^ n := by
      rw [← Complex.exp_nat_mul, ← Complex.exp_add]
      congr 1
      push_cast
      ring
    rw [hn, satelliteWeight, mul_pow]
    push_cast
    ring
  · rw [propagator, ← Complex.exp_add, ← Complex.exp_add]
    congr 1
    ring

end

end ExcitonSatellites
```

Compiling this gives:

```
Main.lean:48:4: error: Tactic `apply` failed: could not unify the conclusion of `@funext`
  ?f = ?g
with the goal
  Complex.instAddCommMonoid =
    Complex.instNonUnitalCommRing.toNonUnitalNonAssocCommRing.toNonUnitalNonAssocSemiring.toAddCommMonoid

Note: The full type of `@funext` is
  ∀ {α : Sort ?u.59} {β : α → Sort ?u.58} {f g : (x : α) → β x}, (∀ (x : α), f x = g x) → f = g

case e'_3
a E w t : ℝ
h :
  HasSum (fun n => (↑a * Complex.exp (-Complex.I * ↑w * ↑t)) ^ n / ↑n.factorial)
    (Complex.exp (↑a * Complex.exp (-Complex.I * ↑w * ↑t)))
h2 :
  HasSum
    (fun i =>
      Complex.exp (-Complex.I * ↑E * ↑t) * Complex.exp (-↑a) *
        ((↑a * Complex.exp (-Complex.I * ↑w * ↑t)) ^ i / ↑i.factorial))
    (Complex.exp (-Complex.I * ↑E * ↑t) * Complex.exp (-↑a) * Complex.exp (↑a * Complex.exp (-Complex.I * ↑w * ↑t)))
⊢ Complex.instAddCommMonoid =
    Complex.instNonUnitalCommRing.toNonUnitalNonAssocCommRing.toNonUnitalNonAssocSemiring.toAddCommMonoid
Main.lean:58:8: error: Failed to rewrite using equation theorems for `propagator`
Main.lean:41:84: error: unsolved goals
case e'_6
a E w t : ℝ
h :
  HasSum (fun n => (↑a * Complex.exp (-Complex.I * ↑w * ↑t)) ^ n / ↑n.factorial)
    (Complex.exp (↑a * Complex.exp (-Complex.I * ↑w * ↑t)))
h2 :
  HasSum
    (fun i =>
      Complex.exp (-Complex.I * ↑E * ↑t) * Complex.exp (-↑a) *
        ((↑a * Complex.exp (-Complex.I * ↑w * ↑t)) ^ i / ↑i.factorial))
    (Complex.exp (-Complex.I * ↑E * ↑t) * Complex.exp (-↑a) * Complex.exp (↑a * Complex.exp (-Complex.I * ↑w * ↑t)))
⊢ propagator a E w t =
    Complex.exp (-Complex.I * ↑E * ↑t) * Complex.exp (-↑a) * Complex.exp (↑a * Complex.exp (-Complex.I * ↑w * ↑t))
```

Diagnosis. `convert h2 using 1` left three goals where the proof has two bullets. The first asks that two `AddCommMonoid` structures on ℂ be equal: the one in the statement and the one `h2` carries from `mul_left`. The first bullet met this goal, and `funext` failed because it is not an equation between functions. The second bullet then got the equation between the summands, which does not contain `propagator`, so `rw [propagator]` failed. The equation for `propagator` was left without a bullet, hence the unsolved goal.

The repair drops `convert`. It proves the equation of the summands separately as `hf`, rewrites the goal with `hf`, `propagator` and `Complex.exp_add`, and closes it with `exact h.mul_left …`. `exact` accepts the two structures because they agree by definition, so no goal about them arises. Taking `h` from `satelliteWeight_generating` instead of expanding the exponential again is mere tidying. The new `hn`, which compares exponents, serves the new form of the summands; the messages show no fault in the old one, which was never reached.

The mended proof, as a diff:

```diff
@@ -40,23 +40,19 @@
     HasSum (fun n : ℕ => (satelliteWeight a n : ℂ) *
       Complex.exp (-Complex.I * ((E + n * w : ℝ) : ℂ) * t)) (propagator a E w t) := by
-  -- expand the exponential of the boson oscillation
-  have h := NormedSpace.expSeries_div_hasSum_exp
-    ((a : ℂ) * Complex.exp (-Complex.I * w * t))
-  rw [← Complex.exp_eq_exp_ℂ] at h
-  have h2 := h.mul_left (Complex.exp (-Complex.I * E * t) * Complex.exp (-(a : ℂ)))
-  convert h2 using 1
-  · funext n
-    have hn : Complex.exp (-Complex.I * ((E + n * w : ℝ) : ℂ) * t) =
-        Complex.exp (-Complex.I * E * t) * Complex.exp (-Complex.I * w * t) ^ n := by
-      rw [← Complex.exp_nat_mul, ← Complex.exp_add]
-      congr 1
+  -- insert the boson oscillation into the generating function
+  have h := satelliteWeight_generating a (Complex.exp (-Complex.I * w * t))
+  have hf : (fun n : ℕ => (satelliteWeight a n : ℂ) *
+      Complex.exp (-Complex.I * ((E + n * w : ℝ) : ℂ) * t)) =
+      fun n : ℕ => Complex.exp (-Complex.I * E * t) *
+        ((satelliteWeight a n : ℂ) * Complex.exp (-Complex.I * w * t) ^ n) := by
+    funext n
+    have hn : -Complex.I * ((E + n * w : ℝ) : ℂ) * t =
+        -Complex.I * E * t + n * (-Complex.I * w * t) := by
       push_cast
       ring
-    rw [hn, satelliteWeight, mul_pow]
-    push_cast
-    ring
-  · rw [propagator, ← Complex.exp_add, ← Complex.exp_add]
-    congr 1
-    ring
+    rw [hn, Complex.exp_add, Complex.exp_nat_mul (-Complex.I * w * t) n]
+    exact mul_left_comm _ _ _
+  rw [hf, propagator, Complex.exp_add]
+  exact h.mul_left (Complex.exp (-Complex.I * E * t))
 
 end
```
